# The Hankel matrices of Cat(i+j) and Cat(i+j+1) equal L Lᵀ, with L counting spin-½ branching paths, and have determinant 1

Q: Four spins one half have two independent singlets. What has that to do with a determinant?

A: Add the spins one at a time and record m = 2S, where S is the total spin of those added so far. Each spin moves m up or down by one, and m never goes below zero. A four-spin singlet path starts and ends at m = 0, and after two spins it stands at m = 0 or m = 2. Its second half, read backwards, is again a two-spin path from 0 to that height. There is one two-spin path to each height, so the number of singlets is

1·1 + 1·1 = 2.

This is a product of a row with itself. Put the counts for zero and two spins into a matrix L, with columns for m = 0 and m = 2:

L = [1 0; 1 1],  L Lᵀ = [1 1; 1 2].

The entries on the right are the singlet counts for 0, 2, 2 and 4 spins, which are the Catalan numbers Cat(0), Cat(1), Cat(1), Cat(2). Since L is triangular with ones on its diagonal, the determinant is 1.

Q: And in general?

A: Let f(N,m) be the number of paths of N spins that end at m. Take p = 0 for even numbers of spins or p = 1 for odd ones, and let i, j, k run from 0 to n−1. With L_ik = f(2i+p, 2k+p), the claim is

Cat(i+j+p) = Σ_k L_ik L_jk,  det [Cat(i+j+p)] = 1.

Q: Before I believe that the Lean version says this, show me what a path is there. Is the branching rule put in by hand?

A: No. Only the allowed steps are put in.

```lean
import Mathlib

open Finset Matrix

namespace BranchingHankel

/-- A branching path: `N` spins one half are coupled one after another, and each step raises or
lowers the height `m = 2S` by one, starting from zero and never going below zero. -/
inductive Walk : ℕ → ℕ → Type
  | nil : Walk 0 0
  | up {N m : ℕ} : Walk N m → Walk (N + 1) (m + 1)
  | down {N m : ℕ} : Walk N (m + 1) → Walk (N + 1) m
```

An element of `Walk N m` is one coupling history of N spins ending at height m. The constructor `down` needs a starting height of the form m + 1, so no path can go below zero. Looking at the last step then gives two bijections, one for paths that end at zero and one for paths that end higher.

```lean
/-- A path of `N + 1` spins that ends at height zero arrived there from height one. -/
def closeEquiv (N : ℕ) : Walk (N + 1) 0 ≃ Walk N 1 where
  toFun | .down w => w
  invFun w := .down w
  left_inv := by intro w; cases w; rfl
  right_inv := by intro w; rfl

/-- A path that ends at a positive height arrived there from below or from above. -/
def splitEquiv (N m : ℕ) : Walk (N + 1) (m + 1) ≃ Walk N m ⊕ Walk N (m + 2) where
  toFun
    | .up w => .inl w
    | .down w => .inr w
  invFun
    | .inl w => .up w
    | .inr w => .down w
  left_inv := by intro w; cases w <;> rfl
  right_inv := by intro w; cases w <;> rfl
```

Q: What exactly is counted?

A: The elements of the type. Finiteness is proved first, by induction on N through the same bijections, because Lean's `Nat.card` would return 0 for an infinite type.

```lean
/-- There are finitely many branching paths with given length and final height. -/
instance walkFinite (N m : ℕ) : Finite (Walk N m) := by
  induction N generalizing m with
  | zero =>
    have : Subsingleton (Walk 0 m) := ⟨fun a b => by cases a; cases b; rfl⟩
    infer_instance
  | succ N ih =>
    cases m with
    | zero =>
      have := ih 1
      exact Finite.of_equiv _ (closeEquiv N).symm
    | succ m =>
      have := ih m
      have := ih (m + 2)
      exact Finite.of_equiv _ (splitEquiv N m).symm

/-- The number of branching paths of `N` spins one half that end at height `m = 2S`. -/
noncomputable def pathCount (N m : ℕ) : ℕ := Nat.card (Walk N m)
```

So `pathCount N m` is f(N,m). Its second argument is 2S, whereas textbooks often label this number by S itself.

Q: Is that the number of spin eigenfunctions, or only of zigzag lines?

A: The theorems concern the lines. The step to quantum mechanics is the Clebsch–Gordan rule: coupling a spin one half to spin S gives S + ½ and, for S > 0, S − ½, once each. With it, f(N,2S) is the number of independent N-spin functions with given S and M_S. For one orbital configuration with N singly occupied orbitals, this is the number of spin-adapted functions, a count that involves no Hamiltonian and says nothing about energies.

Q: And the two matrices?

A: They have integer entries, and their indices start at zero.

```lean
/-- The Hankel matrix of Catalan numbers, with entries `catalan (i + j + p)`. -/
def catalanHankel (p n : ℕ) : Matrix (Fin n) (Fin n) ℤ :=
  Matrix.of fun i j => (catalan ((i : ℕ) + (j : ℕ) + p) : ℤ)

/-- The matrix of branching counts: row `i` belongs to `2i + p` spins, column `k` to the
final height `2k + p`. -/
noncomputable def branchingMatrix (p n : ℕ) : Matrix (Fin n) (Fin n) ℤ :=
  Matrix.of fun i k => (pathCount (2 * (i : ℕ) + p) (2 * (k : ℕ) + p) : ℤ)
```

`catalanHankel p n` has the entries Cat(i+j+p), and `branchingMatrix p n` is L. For n = 2 and p = 1, the rows of L are (1, 0) for one spin and (2, 1) for three spins, which have two doublets and one quartet. The product L Lᵀ is [1 2; 2 5], again with determinant 1.

Q: Now the derivation. Where does it start?

A: With the start value and the branching rule:

f(0,0) = 1, and f(0,m) = 0 for m > 0,
f(N+1,0) = f(N,1),
f(N+1,m+1) = f(N,m) + f(N,m+2).

In Lean the last two lines are the bijections, read as equalities of cardinalities.

```lean
/-- Without spins there is one path, and it ends at height zero. -/
theorem pathCount_start (m : ℕ) : pathCount 0 m = if m = 0 then 1 else 0 := by
  cases m with
  | zero =>
    rw [if_pos rfl]
    exact Nat.card_eq_one_iff_unique.mpr
      ⟨⟨fun a b => by cases a; cases b; rfl⟩, ⟨Walk.nil⟩⟩
  | succ m =>
    rw [if_neg (Nat.succ_ne_zero m)]
    have : IsEmpty (Walk 0 (m + 1)) := ⟨fun w => by cases w⟩
    exact Nat.card_of_isEmpty

/-- Branching rule at the floor: singlets of `N + 1` spins come from doublets of `N` spins. -/
theorem branching_zero (N : ℕ) : pathCount (N + 1) 0 = pathCount N 1 :=
  Nat.card_congr (closeEquiv N)

/-- Branching rule above the floor: the count is the sum of the counts at the two
neighbouring heights for one spin fewer. -/
theorem branching_succ (N m : ℕ) :
    pathCount (N + 1) (m + 1) = pathCount N m + pathCount N (m + 2) :=
  (Nat.card_congr (splitEquiv N m)).trans Nat.card_sum
```

Since N steps reach at most height N and each step changes the parity, f(N,m) = 0 if m > N or if N + m is odd. The proof is an induction on N in which `omega` checks that the neighbouring heights are excluded too.

```lean
/-- No path of `N` spins ends at a height above `N` or of parity other than that of `N`. -/
theorem pathCount_eq_zero {N m : ℕ} (h : N < m ∨ (N + m) % 2 = 1) : pathCount N m = 0 := by
  induction N generalizing m with
  | zero => rw [pathCount_start, if_neg (by omega)]
  | succ N ih =>
    cases m with
    | zero =>
      rw [branching_zero]
      exact ih (by omega)
    | succ m =>
      have a := ih (m := m) (by omega)
      have b := ih (m := m + 2) (by omega)
      rw [branching_succ]
      omega
```

Q: In the four-spin example you cut a path in the middle and reversed one half. Does Lean reverse paths?

A: It avoids that by moving one step at a time from the first factor to the second. The identity is

Σ_k f(M,k) f(N,k) = f(M+N,0),

with k now running over all heights. For M = 0 only k = 0 contributes, and the sum is f(N,0). For the induction step, expand f(M+1,k) by the branching rule:

Σ_k f(M+1,k) f(N,k)
= f(M,1) f(N,0) + Σ_k f(M,k+2) f(N,k+1) + Σ_k f(M,k) f(N,k+1)
= Σ_k f(M,k+1) f(N,k) + Σ_k f(M,k) f(N,k+1).

The first two terms of the middle line are one sum with its k = 0 term split off. The result is symmetric under exchange of M and N, so it also equals Σ_k f(M,k) f(N+1,k). By the induction hypothesis that is f(M+N+1,0).

```lean
/-- Gluing: the pairs of a path of `M` spins and a path of `N` spins with a common final height,
summed over all heights below a cutoff `K > M`, are as many as the singlet paths of `M + N` spins.
-/
theorem sum_pathCount_mul {M K : ℕ} (N : ℕ) (h : M < K) :
    ∑ k ∈ range K, pathCount M k * pathCount N k = pathCount (M + N) 0 := by
  induction M generalizing N with
  | zero =>
    rw [Finset.sum_eq_single 0]
    · simp [pathCount_start]
    · intro b _ hb
      simp [pathCount_start, hb]
    · intro h0
      exact absurd (Finset.mem_range.mpr h) h0
  | succ M ih =>
    obtain ⟨K, rfl⟩ : ∃ K', K = K' + 1 := ⟨K - 1, by omega⟩
    -- move one step from the first path to the second
    rw [show M + 1 + N = M + (N + 1) by omega, ← ih (N + 1) (by omega)]
    have z : pathCount M K = 0 := pathCount_eq_zero (Or.inl (by omega))
    have z' : pathCount M (K + 1) = 0 := pathCount_eq_zero (Or.inl (by omega))
    have A : ∑ k ∈ range K, pathCount M (k + 1) * pathCount N k
        + pathCount M (K + 1) * pathCount N K
        = ∑ k ∈ range K, pathCount M (k + 2) * pathCount N (k + 1)
        + pathCount M 1 * pathCount N 0 :=
      (Finset.sum_range_succ (fun k => pathCount M (k + 1) * pathCount N k) K).symm.trans
        (Finset.sum_range_succ' _ K)
    have B : ∑ k ∈ range K, pathCount M k * pathCount N (k + 1)
        + pathCount M K * pathCount N (K + 1)
        = ∑ k ∈ range K, pathCount M (k + 1) * pathCount N (k + 2)
        + pathCount M 0 * pathCount N 1 :=
      (Finset.sum_range_succ (fun k => pathCount M k * pathCount N (k + 1)) K).symm.trans
        (Finset.sum_range_succ' _ K)
    rw [z', zero_mul] at A
    rw [z, zero_mul] at B
    rw [Finset.sum_range_succ', Finset.sum_range_succ']
    simp only [branching_succ, branching_zero, add_mul, mul_add, Finset.sum_add_distrib]
    linarith
```

The sum in Lean stops at a cutoff K > M, beyond which f(M,k) vanishes. The equations `A` and `B` are the two index shifts, `z` and `z'` remove the boundary terms at the cutoff, and `linarith` combines the rest.

Q: So far these are singlet counts. Where do the Catalan numbers enter?

A: Through the ballot formula. Let k now be the number of down-steps, so that N = m + 2k. Then

f(N,m) = binom(N,k) − binom(N,m+k+1).

It holds for N = 0. Going from N to N+1 at height m+1, with k+1 down-steps, the branching rule gives

f(N+1,m+1)
= [binom(N,k+1) − binom(N,m+k+2)] + [binom(N,k) − binom(N,m+k+3)]
= binom(N+1,k+1) − binom(N+1,m+k+3),

by Pascal's rule used twice. With no down-steps there is one path, and the formula gives 1 − 0. At the floor, with k+1 down-steps,

f(N+1,0) = f(N,1) = binom(N,k) − binom(N,k+2) = binom(N+1,k+1) − binom(N+1,k+2),

where binom(N,k+1) has been added and subtracted. Lean moves the negative term to the other side, because subtraction of natural numbers is truncated at zero. Its case splits are the ones just given.

```lean
/-- Ballot formula: for `N = m + 2k` spins the number of paths to height `m` is
`C(N, k) - C(N, m + k + 1)`, written here without subtraction. -/
theorem pathCount_add_choose (m k : ℕ) :
    pathCount (m + 2 * k) m + (m + 2 * k).choose (m + k + 1) = (m + 2 * k).choose k := by
  suffices H : ∀ N m k : ℕ, N = m + 2 * k →
      pathCount N m + N.choose (m + k + 1) = N.choose k from H _ m k rfl
  intro N
  induction N with
  | zero =>
    intro m k h
    obtain ⟨rfl, rfl⟩ : m = 0 ∧ k = 0 := by omega
    simp [pathCount_start]
  | succ N ih =>
    intro m k h
    cases m with
    | zero =>
      obtain ⟨k, rfl⟩ : ∃ j, k = j + 1 := ⟨k - 1, by omega⟩
      have h1 := ih 1 k (by omega)
      rw [show 1 + k + 1 = k + 1 + 1 by omega] at h1
      rw [branching_zero, show 0 + (k + 1) + 1 = k + 1 + 1 by omega,
        Nat.choose_succ_succ' N (k + 1), Nat.choose_succ_succ' N k]
      omega
    | succ m =>
      have h1 := ih m k (by omega)
      cases k with
      | zero =>
        have z : pathCount N (m + 2) = 0 := pathCount_eq_zero (Or.inl (by omega))
        have c1 : N.choose (m + 0 + 1) = 0 := Nat.choose_eq_zero_of_lt (by omega)
        have c2 : (N + 1).choose (m + 1 + 0 + 1) = 0 := Nat.choose_eq_zero_of_lt (by omega)
        rw [Nat.choose_zero_right] at h1 ⊢
        rw [branching_succ]
        omega
      | succ k =>
        have h2 := ih (m + 2) k (by omega)
        rw [show m + 2 + k + 1 = m + k + 2 + 1 by omega] at h2
        rw [show m + (k + 1) + 1 = m + k + 2 by omega] at h1
        rw [branching_succ, show m + 1 + (k + 1) + 1 = m + k + 2 + 1 by omega,
          Nat.choose_succ_succ' N (m + k + 2), Nat.choose_succ_succ' N k]
        omega
```

For m = 0 and N = 2n, use (n+1) binom(2n,n+1) = n binom(2n,n). Then

(n+1) f(2n,0) = (n+1) binom(2n,n) − n binom(2n,n) = binom(2n,n) = (n+1) Cat(n),

and the factor n+1 cancels.

```lean
/-- The singlet paths of `2n` spins one half are counted by the Catalan number of `n`. -/
theorem pathCount_singlet (n : ℕ) : pathCount (2 * n) 0 = catalan n := by
  have h := pathCount_add_choose 0 n
  simp only [zero_add] at h
  have s := Nat.choose_succ_right_eq (2 * n) n
  rw [show 2 * n - n = n by omega] at s
  have c := succ_mul_catalan_eq_centralBinom n
  rw [Nat.centralBinom_eq_two_mul_choose] at c
  have h' : (n + 1) * (pathCount (2 * n) 0 + (2 * n).choose (n + 1))
      = (n + 1) * (2 * n).choose n := by rw [h]
  have e : (n + 1) * pathCount (2 * n) 0 = (n + 1) * catalan n := by
    rw [c]
    nlinarith
  exact Nat.eq_of_mul_eq_mul_left n.succ_pos e
```

Q: Then the factorization should be short.

A: It is. First the shape of L: for i < k the height 2k+p exceeds the number of spins 2i+p, so the entry is zero. On the diagonal every step goes up, which leaves one path.

```lean
/-- The matrix of branching counts is lower triangular with ones on the diagonal. -/
theorem branchingMatrix_unitriangular (p n : ℕ) :
    (∀ i k, i < k → branchingMatrix p n i k = 0) ∧ ∀ i, branchingMatrix p n i i = 1 := by
  constructor
  · intro i k h
    have h' : (i : ℕ) < (k : ℕ) := h
    have z : pathCount (2 * (i : ℕ) + p) (2 * (k : ℕ) + p) = 0 :=
      pathCount_eq_zero (Or.inl (by omega))
    simp [branchingMatrix, z]
  · intro i
    have z := pathCount_add_choose (2 * (i : ℕ) + p) 0
    simp only [mul_zero, add_zero, Nat.choose_succ_self, Nat.choose_zero_right] at z
    simp [branchingMatrix, z]
```

Next, apply the gluing identity to 2i+p and 2j+p spins. Only heights of the parity of p and not above 2i+p contribute. For p ≤ 1 these are p, p+2, …, 2i+p, and since i ≤ n−1 they all belong to columns of L; any further columns add zero. Hence

Σ_k L_ik L_jk = f(2i+2j+2p, 0) = Cat(i+j+p).

In Lean, `fold` compares the sum over columns with the sum over all heights below 2n. It adds the heights 2q and 2q+1 together, and one of the two drops out by parity.

```lean
/-- For `p = 0` or `p = 1`, the Hankel matrix with entries `catalan (i + j + p)` is the matrix
of branching counts times its transpose. -/
theorem catalanHankel_eq_mul_transpose (p n : ℕ) (hp : p ≤ 1) :
    catalanHankel p n = branchingMatrix p n * (branchingMatrix p n)ᵀ := by
  ext i j
  have hi := i.isLt
  -- only heights with the parity of `p` contribute to the gluing sum
  have fold : ∀ q : ℕ,
      ∑ k ∈ range q, pathCount (2 * (i : ℕ) + p) (2 * k + p)
        * pathCount (2 * (j : ℕ) + p) (2 * k + p)
      = ∑ k ∈ range (2 * q), pathCount (2 * (i : ℕ) + p) k
        * pathCount (2 * (j : ℕ) + p) k := by
    intro q
    induction q with
    | zero => simp
    | succ q ih =>
      rw [Finset.sum_range_succ, ih, show 2 * (q + 1) = 2 * q + 1 + 1 by ring,
        Finset.sum_range_succ, Finset.sum_range_succ]
      rcases (by omega : p = 0 ∨ p = 1) with rfl | rfl
      · have z : pathCount (2 * (i : ℕ)) (2 * q + 1) = 0 :=
          pathCount_eq_zero (Or.inr (by omega))
        simp only [add_zero, z, zero_mul]
      · have z : pathCount (2 * (i : ℕ) + 1) (2 * q) = 0 :=
          pathCount_eq_zero (Or.inr (by omega))
        simp only [z, zero_mul, add_zero]
  have key := (fold n).trans
    (sum_pathCount_mul (M := 2 * (i : ℕ) + p) (2 * (j : ℕ) + p) (by omega))
  rw [show 2 * (i : ℕ) + p + (2 * (j : ℕ) + p) = 2 * ((i : ℕ) + (j : ℕ) + p) by ring,
    pathCount_singlet] at key
  rw [Matrix.mul_apply]
  simp only [catalanHankel, branchingMatrix, Matrix.of_apply, Matrix.transpose_apply]
  rw [← key, Finset.sum_range]
  simp only [Nat.cast_sum, Nat.cast_mul]
```

Q: Why is p limited to 0 and 1? The definitions accept any p.

A: Take p = 2 and n = 1. The Hankel matrix has the single entry Cat(2) = 2, while L has the single entry f(2,2) = 1, so L Lᵀ = 1. The columns now begin at height 2, and the paths through height 0 are missing. The determinant is 2, so both statements fail if `p ≤ 1` is weakened to `p ≤ 2`.

Q: And the determinant for p ≤ 1?

A: It is det L · det Lᵀ = (det L)², and det L is the product of the diagonal ones. For n = 0 the matrix is empty and its determinant is 1 as well.

```lean
/-- For `p = 0` or `p = 1`, the Hankel determinant of the Catalan numbers
`catalan (i + j + p)` equals one in every size. -/
theorem det_catalanHankel (p n : ℕ) (hp : p ≤ 1) : (catalanHankel p n).det = 1 := by
  rw [catalanHankel_eq_mul_transpose p n hp, Matrix.det_mul, Matrix.det_transpose,
    Matrix.det_of_isLowerTriangular _ (fun i k h =>
      (branchingMatrix_unitriangular p n).1 i k (OrderDual.toDual_lt_toDual.mp h))]
  simp [(branchingMatrix_unitriangular p n).2]

end BranchingHankel
```

```lean
#print axioms BranchingHankel.branchingMatrix_unitriangular
-- 'BranchingHankel.branchingMatrix_unitriangular' depends on axioms: [propext, Classical.choice, Quot.sound]
#print axioms BranchingHankel.det_catalanHankel
-- 'BranchingHankel.det_catalanHankel' depends on axioms: [propext, Classical.choice, Quot.sound]
```
